# A lower bound on the sum of inverse magnon energies in a periodic Heisenberg ferromagnet

Take a Heisenberg ferromagnet on a finite periodic lattice of `n` sites. Each pair of spins a displacement `r` apart has energy `-J r S·S'`, with `J r = J (-r) ≥ 0`, and an easy-axis exchange anisotropy adds `-K r Sᶻ S'ᶻ`, with `h = ∑ r, K r > 0`. In the random-phase approximation, a magnon of wavevector `k` has energy `w_k = h + ∑ r, J r (1 - cos (k · r))` times the mean `Sᶻ` per site. The file takes this formula for `w_k` as a definition.

The theorem `inverse_magnon_bound` bounds the sum of the inverses from below: `n M + (∑ r, J r)² / h ≤ M² ∑ k, 1 / w_k`, where `M = h + ∑ r, J r`. The proof starts from the non-negative terms `(w_k - M)² / w_k`, whose sum is at least its `k = 0` term, `(∑ r, J r)² / h`. It then expands the square, puts in the known sum of the `w_k`, and leaves the last step to `linarith`.

The failing Lean file:

```lean
import Mathlib

open Filter Topology

namespace InverseMagnonBound

noncomputable section

variable {d N : ℕ} [NeZero N]

/-- The phase `k · r = 2π (∑ i, kᵢ rᵢ) / N` of a lattice wave with integer labels `k` at site `r`
of a periodic `d`-dimensional lattice with `N` sites per side. -/
def phase (k r : Fin d → ZMod N) : ℝ :=
  2 * Real.pi * ((∑ i, (k i).val * (r i).val : ℕ) : ℝ) / N

/-- The magnon energy per unit magnetisation, `w_k = h + ∑ r, J r (1 - cos (k · r))`, for exchange
`J` and anisotropy `h`. -/
def magnon (J : (Fin d → ZMod N) → ℝ) (h : ℝ) (k : Fin d → ZMod N) : ℝ :=
  h + ∑ r, J r * (1 - Real.cos (phase k r))

/-- For non-negative exchange, every magnon energy is at least the anisotropy `h`. -/
theorem le_magnon {J : (Fin d → ZMod N) → ℝ} (hJ : ∀ r, 0 ≤ J r) (h : ℝ)
    (k : Fin d → ZMod N) : h ≤ magnon J h k :=
  le_add_of_nonneg_right (Finset.sum_nonneg fun r _ =>
    mul_nonneg (hJ r) (by linarith [Real.cos_le_one (phase k r)]))

/-- At any site other than the origin, the lattice waves `cos (k · r)` sum to zero over all `k`. -/
theorem sum_cos_phase {r : Fin d → ZMod N} (hr : r ≠ 0) :
    ∑ k, Real.cos (phase k r) = 0 := by
  -- the plane wave as a character of the lattice
  let χ : AddChar (Fin d → ZMod N) ℂ :=
    { toFun := fun k => ZMod.stdAddChar (∑ i, k i * r i)
      map_zero_eq_one' := by simp
      map_add_eq_mul' := fun a b => by
        simp only [Pi.add_apply, add_mul, Finset.sum_add_distrib, AddChar.map_add_eq_mul] }
  have hχ : χ ≠ 1 := by
    intro h1
    obtain ⟨i, hi⟩ := Function.ne_iff.mp hr
    have h2 : ZMod.stdAddChar (∑ j, (Pi.single i 1 : Fin d → ZMod N) j * r j) = (1 : ℂ) :=
      DFunLike.congr_fun h1 (Pi.single i 1)
    have h3 : ∑ j, (Pi.single i 1 : Fin d → ZMod N) j * r j = r i := by
      simp [Pi.single_apply]
    rw [h3, ← AddChar.map_zero_eq_one (ZMod.stdAddChar (N := N))] at h2
    exact hi (ZMod.injective_stdAddChar h2)
  have hre : ∀ k, Real.cos (phase k r) = (χ k).re := by
    intro k
    change _ = (ZMod.stdAddChar (∑ i, k i * r i)).re
    have e : ∑ i, k i * r i = (((∑ i, (k i).val * (r i).val : ℕ) : ℤ) : ZMod N) := by simp
    rw [e, phase]
    generalize (∑ i, (k i).val * (r i).val) = n
    have e2 : 2 * (Real.pi : ℂ) * Complex.I * ((n : ℤ) : ℂ) / (N : ℂ)
        = ((2 * Real.pi * (n : ℝ) / N : ℝ) : ℂ) * Complex.I := by
      push_cast; ring
    rw [ZMod.stdAddChar_coe, e2, Complex.exp_ofReal_mul_I_re]
  rw [Finset.sum_congr rfl (fun k _ => hre k), ← Complex.re_sum,
    AddChar.sum_eq_zero_of_ne_one hχ, Complex.zero_re]

/-- The magnon energies sum to the number of sites times `h + ∑ r, J r - J 0`. -/
theorem sum_magnon (J : (Fin d → ZMod N) → ℝ) (h : ℝ) :
    ∑ k, magnon J h k = (Fintype.card (Fin d → ZMod N) : ℝ) * (h + ∑ r, J r - J 0) := by
  have key : ∀ r, ∑ k, J r * (1 - Real.cos (phase k r))
      = (Fintype.card (Fin d → ZMod N) : ℝ) * (J r - if r = 0 then J 0 else 0) := by
    intro r
    by_cases hr : r = 0
    · subst hr
      simp [phase]
    · rw [← Finset.mul_sum, Finset.sum_sub_distrib, sum_cos_phase hr, if_neg hr,
        Finset.sum_const, Finset.card_univ, nsmul_eq_mul]
      ring
  have hδ : ∑ r : Fin d → ZMod N, (if r = 0 then J 0 else 0) = J 0 := by simp
  simp only [magnon]
  rw [Finset.sum_add_distrib, Finset.sum_comm, Finset.sum_congr rfl (fun r _ => key r),
    ← Finset.mul_sum, Finset.sum_sub_distrib, hδ, Finset.sum_const, Finset.card_univ,
    nsmul_eq_mul]
  ring

/-- For non-negative exchange and positive anisotropy, the inverse magnon energies obey
`n M + (∑ r, J r)² / h ≤ M² ∑ k, 1 / w_k`, with `n` sites and `M = h + ∑ r, J r`. -/
theorem inverse_magnon_bound {J : (Fin d → ZMod N) → ℝ} {h : ℝ} (hJ : ∀ r, 0 ≤ J r)
    (hh : 0 < h) :
    (Fintype.card (Fin d → ZMod N) : ℝ) * (h + ∑ r, J r) + (∑ r, J r) ^ 2 / h
      ≤ (h + ∑ r, J r) ^ 2 * ∑ k, 1 / magnon J h k := by
  have hw : ∀ k, 0 < magnon J h k := fun k => hh.trans_le (le_magnon hJ h k)
  have hJ0 := mul_nonneg (Nat.cast_nonneg (α := ℝ) (Fintype.card (Fin d → ZMod N))) (hJ 0)
  have hsum := sum_magnon J h
  have hzero : magnon J h 0 = h := by simp [magnon, phase]
  generalize (∑ r, J r) = S at *
  -- keep only the uniform mode in a sum of non-negative terms
  have h1 := Finset.single_le_sum (f := fun k => (magnon J h k - (h + S)) ^ 2 / magnon J h k)
    (fun k _ => div_nonneg (sq_nonneg _) (hw k).le) (Finset.mem_univ 0)
  have e1 : (h - (h + S)) ^ 2 / h = S ^ 2 / h := by ring
  simp only [hzero, e1] at h1
  have e2 : ∀ k, (magnon J h k - (h + S)) ^ 2 / magnon J h k
      = magnon J h k - 2 * (h + S) + (h + S) ^ 2 * (1 / magnon J h k) := by
    intro k
    have hk := (hw k).ne'
    field_simp
    ring
  rw [Finset.sum_congr rfl (fun k _ => e2 k), Finset.sum_add_distrib, Finset.sum_sub_distrib,
    ← Finset.mul_sum, hsum, Finset.sum_const, Finset.card_univ, nsmul_eq_mul] at h1
  linarith

end

end InverseMagnonBound
```

The error:

```
Main.lean:101:2: error: linarith failed to find a contradiction
d N : ℕ
inst✝ : NeZero N
J : (Fin d → ZMod N) → ℝ
h : ℝ
hJ : ∀ (r : Fin d → ZMod N), 0 ≤ J r
hh : 0 < h
hw : ∀ (k : Fin d → ZMod N), 0 < magnon J h k
hJ0 : 0 ≤ ↑(Fintype.card (Fin d → ZMod N)) * J 0
hzero : magnon J h 0 = h
S : ℝ
hsum : ∑ k, magnon J h k = ↑(Fintype.card (Fin d → ZMod N)) * (h + S - J 0)
e1 : (h - (h + S)) ^ 2 / h = S ^ 2 / h
h1 :
  S ^ 2 / h ≤
    ↑(Fintype.card (Fin d → ZMod N)) * (h + S - J 0) - 2 * (↑(Fintype.card (Fin d → ZMod N)) * (h + S)) +
      ∑ x, (h + S) ^ 2 * (1 / magnon J h x)
e2 :
  ∀ (k : Fin d → ZMod N),
    (magnon J h k - (h + S)) ^ 2 / magnon J h k = magnon J h k - 2 * (h + S) + (h + S) ^ 2 * (1 / magnon J h k)
a✝ : (h + S) ^ 2 * ∑ k, 1 / magnon J h k < ↑(Fintype.card (Fin d → ZMod N)) * (h + S) + S ^ 2 / h
⊢ False
failed
```

This version goes through:

```diff
@@ -98,5 +98,6 @@
     ring
   rw [Finset.sum_congr rfl (fun k _ => e2 k), Finset.sum_add_distrib, Finset.sum_sub_distrib,
-    ← Finset.mul_sum, hsum, Finset.sum_const, Finset.card_univ, nsmul_eq_mul] at h1
+    hsum, Finset.sum_const, Finset.card_univ, nsmul_eq_mul] at h1
+  rw [Finset.mul_sum]
   linarith
 
```

Diagnosis. The error is reported at `linarith`, but the trouble starts in the `rw` before it. There `← Finset.mul_sum` was meant to take `(h + S) ^ 2` out of the sum of inverse energies. An earlier sum in `h1`, that of the constant `2 * (h + S)`, is also a sum of products, and the rewrite matched that one and took out the `2`. The message shows the result: `h1` contains `2 * (↑(Fintype.card (Fin d → ZMod N)) * (h + S))`, and `(h + S) ^ 2` is still inside the last sum.

In the goal the same factor stands outside the sum. `linarith` does not move factors through a `∑`, so it treated the two sums as unrelated quantities and could not combine `h1` with the negated goal.

The repair drops `← Finset.mul_sum` from the rewrite of `h1`, and `Finset.sum_const` then evaluates the constant sum with its `2` inside. The new line `rw [Finset.mul_sum]` moves the factor inside the sum in the goal. Both sums now have the same form, and `linarith` finishes the proof.
